# Every eigenvalue of the oscillator position matrix on levels 0,…,n has modulus at most √(2n) oscillator lengths

Should an eigenvalue of the truncated position matrix be taken as real from the start, or as a complex number whose size is then bounded? I keep the lowest $N\ge 1$ levels of a harmonic oscillator. In units of the oscillator length $\sqrt{\hbar/m\omega}$, the matrix has zero diagonal and $\sqrt{k/2}$ between levels $k-1$ and $k$. The eigenvalues are the grid points of a Hermite discrete-variable representation, and I believe that none lies further out than $\sqrt{2(N-1)}$. I would like to see this argued rigorously and checked by machine.

## Bounding the position expectation by row sums

Let the eigenvalue $\mu$ be a complex number. It is in fact real, because the matrix is real and symmetric, but the argument bounds $|\mu|$ and never uses this.

Lengths are in units of $\sqrt{\hbar/m\omega}$. Write $c_{ij}$ for the matrix element between levels $i$ and $j$, and $X$ for the matrix. The elements are symmetric and nonnegative.

Take first $n+2$ levels, $0,\dots,n+1$, with $n\ge 0$. A level $i\le n$ couples down with $\sqrt{i/2}$ (zero for $i=0$) and up with $\sqrt{(i+1)/2}$. The top level couples only down, with $\sqrt{(n+1)/2}$. Every row sum is therefore at most
$$g_n=\sqrt{\tfrac{n+1}{2}}+\sqrt{\tfrac n2}.$$

For any complex amplitudes $\psi_i$, the inequality $|\psi_i||\psi_j|\le\frac12(|\psi_i|^2+|\psi_j|^2)$ and the symmetry of $c_{ij}$ give
$$|\psi^\dagger X\psi|\le\sum_{ij}c_{ij}|\psi_i||\psi_j|\le\sum_i\Big(\sum_j c_{ij}\Big)|\psi_i|^2\le g_n\sum_i|\psi_i|^2.$$

If $X\psi=\mu\psi$ with $\psi\ne0$, the left side is $|\mu|\sum_i|\psi_i|^2$. Dividing by the positive squared norm gives $|\mu|\le g_n$. Since $\sqrt{n/2}<\sqrt{(n+1)/2}$,
$$|\mu|\le g_n<2\sqrt{\tfrac{n+1}{2}}=\sqrt{2(n+1)}.$$

This is the requested bound for $N=n+2$, and it is strict. For $N=1$ the matrix is zero, so $\mu=0$ and the bound holds with equality.

## What the Lean definitions and theorems say

`coupling i j` is $c_{ij}$, and `position n` is the complex matrix on $n$ levels, numbered from 0 by `Fin n`. The values $\sqrt{k/2}$ are put in by definition; they stand for the matrix elements of $x=(a+a^\dagger)/\sqrt2$, with $a$ the lowering operator, which the file does not derive from the oscillator Hamiltonian.

`IsGridPoint n μ` says that some nonzero complex vector satisfies $X\psi=\mu\psi$. The vector need not be normalised.

The main theorem, `gridPoint_bound`, concerns `n + 1` levels and bounds `‖μ‖`, the modulus, by `√(2 * (n : ℝ))`. Here $n$ is the highest level kept, so $N=n+1$; this avoids subtraction of natural numbers. The sharper `gridPoint_le_edge` uses `gridEdge n`, which is $g_n$, for `n + 2` levels.

For a one-dimensional Hermite grid, the result means that no point samples the potential beyond $\sqrt{2n}$ oscillator lengths from the centre. Quadrature weights and the accuracy of the representation are not treated.

```lean
import Mathlib

open Matrix

namespace TruncatedOscillatorPosition

noncomputable section

/-- Position matrix element between oscillator levels `i` and `j` in dimensionless units:
neighbouring levels `k - 1` and `k` are coupled by `√(k/2)`, all others by zero. -/
def coupling (i j : ℕ) : ℝ :=
  (if i + 1 = j then √((j : ℝ) / 2) else 0) + (if j + 1 = i then √((i : ℝ) / 2) else 0)

/-- The position operator restricted to the lowest `n` oscillator levels. -/
def position (n : ℕ) : Matrix (Fin n) (Fin n) ℂ :=
  Matrix.of fun i j => ((coupling i j : ℝ) : ℂ)

/-- A grid point of the `n`-level representation: an eigenvalue of the truncated position. -/
def IsGridPoint (n : ℕ) (μ : ℂ) : Prop :=
  ∃ ψ : Fin n → ℂ, ψ ≠ 0 ∧ position n *ᵥ ψ = μ • ψ

/-- The number `√((n+1)/2) + √(n/2)`. For `n ≥ 1` it is the sum of the two strongest couplings
between neighbouring levels when `n + 2` levels are kept; for `n = 0` it is the only coupling. -/
def gridEdge (n : ℕ) : ℝ := √(((n : ℝ) + 1) / 2) + √((n : ℝ) / 2)

/-- The position matrix elements are symmetric in the two levels. -/
theorem coupling_symm (i j : ℕ) : coupling i j = coupling j i := by
  unfold coupling
  exact add_comm _ _

/-- The position matrix elements are nonnegative. -/
theorem coupling_nonneg (i j : ℕ) : 0 ≤ coupling i j := by
  unfold coupling
  apply add_nonneg <;> split_ifs <;> first | exact Real.sqrt_nonneg _ | exact le_rfl

/-- With `n + 2` levels, the total coupling of any level to the others is at most
`gridEdge n`. -/
theorem row_sum_le (n : ℕ) (i : Fin (n + 2)) :
    ∑ j : Fin (n + 2), coupling i j ≤ gridEdge n := by
  simp only [coupling, Finset.sum_add_distrib]
  -- the coupling downwards
  have low : ∑ j : Fin (n + 2), (if (j : ℕ) + 1 = (i : ℕ) then √(((i : ℕ) : ℝ) / 2) else 0)
      ≤ √(((i : ℕ) : ℝ) / 2) := by
    by_cases h : ∃ j : Fin (n + 2), (j : ℕ) + 1 = (i : ℕ)
    · obtain ⟨k, hk⟩ := h
      rw [Finset.sum_eq_single k
        (fun j _ hj => if_neg (fun e => hj (Fin.ext (by omega))))
        (fun hn => absurd (Finset.mem_univ _) hn)]
      exact (if_pos hk).le
    · rw [Finset.sum_eq_zero (fun j _ => if_neg (fun e => h ⟨j, e⟩))]
      exact Real.sqrt_nonneg _
  unfold gridEdge
  by_cases h : (i : ℕ) + 1 < n + 2
  · -- below the top level there is also one coupling upwards
    have up : ∑ j : Fin (n + 2), (if (i : ℕ) + 1 = (j : ℕ) then √(((j : ℕ) : ℝ) / 2) else 0)
        = √((((i : ℕ) : ℝ) + 1) / 2) := by
      rw [Finset.sum_eq_single (⟨(i : ℕ) + 1, h⟩ : Fin (n + 2))
        (fun j _ hj => if_neg (fun e => hj (Fin.ext e.symm)))
        (fun hn => absurd (Finset.mem_univ _) hn)]
      simp
    have hi : ((i : ℕ) : ℝ) ≤ n := by
      have : (i : ℕ) ≤ n := by omega
      exact_mod_cast this
    have h1 : √((((i : ℕ) : ℝ) + 1) / 2) ≤ √(((n : ℝ) + 1) / 2) :=
      Real.sqrt_le_sqrt (by linarith)
    have h2 : √(((i : ℕ) : ℝ) / 2) ≤ √((n : ℝ) / 2) := Real.sqrt_le_sqrt (by linarith)
    linarith
  · -- the top level couples only downwards
    have up : ∑ j : Fin (n + 2), (if (i : ℕ) + 1 = (j : ℕ) then √(((j : ℕ) : ℝ) / 2) else 0)
        = 0 :=
      Finset.sum_eq_zero (fun j _ => if_neg (fun e => by have := j.isLt; omega))
    have hi : ((i : ℕ) : ℝ) ≤ (n : ℝ) + 1 := by
      have : (i : ℕ) ≤ n + 1 := by have := i.isLt; omega
      exact_mod_cast this
    have h1 : √(((i : ℕ) : ℝ) / 2) ≤ √(((n : ℝ) + 1) / 2) := Real.sqrt_le_sqrt (by linarith)
    have h2 := Real.sqrt_nonneg ((n : ℝ) / 2)
    linarith

/-- For any complex vector `ψ` on the lowest `n + 2` levels, normalised or not, the modulus of `ψ† X
ψ`, with `X` the position matrix, is at most `gridEdge n` times the squared norm of `ψ`. -/
theorem expectation_bound (n : ℕ) (ψ : Fin (n + 2) → ℂ) :
    ‖star ψ ⬝ᵥ (position (n + 2) *ᵥ ψ)‖ ≤ gridEdge n * ∑ i, ‖ψ i‖ ^ 2 := by
  have expand : star ψ ⬝ᵥ (position (n + 2) *ᵥ ψ)
      = ∑ i : Fin (n + 2), star (ψ i) *
          ∑ j : Fin (n + 2), ((coupling i j : ℝ) : ℂ) * ψ j := rfl
  have swap : ∑ i : Fin (n + 2), ∑ j : Fin (n + 2), coupling i j * ‖ψ j‖ ^ 2
      = ∑ i : Fin (n + 2), ∑ j : Fin (n + 2), coupling i j * ‖ψ i‖ ^ 2 :=
    Finset.sum_comm.trans (Finset.sum_congr rfl fun i _ =>
      Finset.sum_congr rfl fun j _ => by rw [coupling_symm j i])
  have split : ∑ i : Fin (n + 2), ∑ j : Fin (n + 2),
        coupling i j * (‖ψ i‖ ^ 2 + ‖ψ j‖ ^ 2) / 2
      = (∑ i : Fin (n + 2), ∑ j : Fin (n + 2), coupling i j * ‖ψ i‖ ^ 2
        + ∑ i : Fin (n + 2), ∑ j : Fin (n + 2), coupling i j * ‖ψ j‖ ^ 2) / 2 := by
    simp only [mul_add, add_div, Finset.sum_add_distrib, Finset.sum_div]
  calc ‖star ψ ⬝ᵥ (position (n + 2) *ᵥ ψ)‖
      ≤ ∑ i : Fin (n + 2), ∑ j : Fin (n + 2),
          coupling i j * (‖ψ i‖ ^ 2 + ‖ψ j‖ ^ 2) / 2 := by
        rw [expand]
        refine (norm_sum_le _ _).trans (Finset.sum_le_sum fun i _ => ?_)
        rw [norm_mul, norm_star]
        refine (mul_le_mul_of_nonneg_left (norm_sum_le _ _) (norm_nonneg _)).trans ?_
        rw [Finset.mul_sum]
        refine Finset.sum_le_sum fun j _ => ?_
        rw [norm_mul, Complex.norm_real, Real.norm_of_nonneg (coupling_nonneg _ _)]
        -- arithmetic-geometric mean for the two amplitudes
        nlinarith [mul_nonneg (coupling_nonneg i j) (sq_nonneg (‖ψ i‖ - ‖ψ j‖))]
    _ = ∑ i : Fin (n + 2), (∑ j : Fin (n + 2), coupling i j) * ‖ψ i‖ ^ 2 := by
        rw [split, swap, add_self_div_two]
        simp only [Finset.sum_mul]
    _ ≤ gridEdge n * ∑ i, ‖ψ i‖ ^ 2 := by
        rw [Finset.mul_sum]
        exact Finset.sum_le_sum fun i _ =>
          mul_le_mul_of_nonneg_right (row_sum_le n i) (sq_nonneg _)

/-- Every grid point of the `n + 2` level representation has modulus at most
`√((n+1)/2) + √(n/2)`. -/
theorem gridPoint_le_edge (n : ℕ) (μ : ℂ) (hμ : IsGridPoint (n + 2) μ) :
    ‖μ‖ ≤ gridEdge n := by
  obtain ⟨ψ, h0, h⟩ := hμ
  have hs : star ψ ⬝ᵥ ψ = ((∑ i, ‖ψ i‖ ^ 2 : ℝ) : ℂ) := by
    rw [Complex.ofReal_sum]
    exact Finset.sum_congr rfl fun i _ =>
      (Complex.conj_mul' (ψ i)).trans (Complex.ofReal_pow _ _).symm
  have hp : 0 < ∑ i, ‖ψ i‖ ^ 2 := by
    obtain ⟨i, hi⟩ := Function.ne_iff.mp h0
    have hn : 0 < ‖ψ i‖ := norm_pos_iff.mpr hi
    exact Finset.sum_pos' (fun _ _ => sq_nonneg _) ⟨i, Finset.mem_univ _, pow_pos hn 2⟩
  have e := expectation_bound n ψ
  rw [h, dotProduct_smul, smul_eq_mul, norm_mul, hs, Complex.norm_real,
    Real.norm_of_nonneg hp.le] at e
  exact le_of_mul_le_mul_right e hp

/-- With at least two levels, the highest being `n + 1`, every grid point has modulus strictly
below `√(2(n+1))`. -/
theorem gridPoint_lt (n : ℕ) (μ : ℂ) (hμ : IsGridPoint (n + 2) μ) :
    ‖μ‖ < √(2 * ((n : ℝ) + 1)) := by
  have h1 := gridPoint_le_edge n μ hμ
  have h2 : √((n : ℝ) / 2) < √(((n : ℝ) + 1) / 2) :=
    Real.sqrt_lt_sqrt (by positivity) (by linarith)
  have h3 : √(2 * ((n : ℝ) + 1)) = 2 * √(((n : ℝ) + 1) / 2) := by
    rw [show 2 * ((n : ℝ) + 1) = 2 ^ 2 * (((n : ℝ) + 1) / 2) by ring,
      Real.sqrt_mul (by positivity), Real.sqrt_sq (by norm_num)]
  unfold gridEdge at h1
  linarith

/-- Main theorem: when the oscillator levels `0, …, n` are kept, every eigenvalue of the
truncated position matrix has modulus at most `√(2n)`. -/
theorem gridPoint_bound (n : ℕ) (μ : ℂ) (hμ : IsGridPoint (n + 1) μ) :
    ‖μ‖ ≤ √(2 * (n : ℝ)) := by
  cases n with
  | zero =>
    -- for a single level the only position matrix element is zero
    obtain ⟨ψ, h0, h⟩ := hμ
    have hX : position (0 + 1) = 0 := by
      ext i j
      fin_cases i
      fin_cases j
      simp [position, coupling]
    rw [hX, Matrix.zero_mulVec] at h
    have hz : μ = 0 := (smul_eq_zero.mp h.symm).resolve_right h0
    simp [hz]
  | succ m =>
    have h := (gridPoint_lt m μ hμ).le
    push_cast
    exact h

/-- For two levels the bound `gridEdge 0` is itself a grid point. -/
theorem edge_attained_two_levels : IsGridPoint 2 ((gridEdge 0 : ℝ) : ℂ) := by
  refine ⟨fun _ => 1, fun h => one_ne_zero (congrFun h 0), ?_⟩
  funext i
  fin_cases i <;>
    simp [position, coupling, gridEdge, Matrix.mulVec, dotProduct, Fin.sum_univ_two]

/-- The grid is symmetric about the origin: with `μ` also `-μ` is a grid point. -/
theorem gridPoint_neg (n : ℕ) (μ : ℂ) (hμ : IsGridPoint n μ) : IsGridPoint n (-μ) := by
  obtain ⟨ψ, h0, h⟩ := hμ
  -- position connects only levels of opposite parity
  have parity : ∀ i j : ℕ, ((coupling i j : ℝ) : ℂ) * (-1) ^ j
      = -((-1) ^ i * ((coupling i j : ℝ) : ℂ)) := by
    intro i j
    by_cases h1 : i + 1 = j
    · subst h1
      ring
    · by_cases h2 : j + 1 = i
      · subst h2
        ring
      · have hc : coupling i j = 0 := by simp [coupling, h1, h2]
        simp [hc]
  refine ⟨fun i => (-1) ^ (i : ℕ) * ψ i, fun hz => h0 ?_, ?_⟩
  · funext i
    have hi : (-1 : ℂ) ^ (i : ℕ) * ψ i = 0 := congrFun hz i
    exact (mul_eq_zero.mp hi).resolve_left (pow_ne_zero _ (by norm_num))
  · funext i
    have hi : ∑ j : Fin n, ((coupling i j : ℝ) : ℂ) * ψ j = μ * ψ i := congrFun h i
    change ∑ j : Fin n, ((coupling i j : ℝ) : ℂ) * ((-1) ^ (j : ℕ) * ψ j)
      = -μ * ((-1) ^ (i : ℕ) * ψ i)
    calc ∑ j : Fin n, ((coupling i j : ℝ) : ℂ) * ((-1) ^ (j : ℕ) * ψ j)
        = ∑ j : Fin n, (-(-1) ^ (i : ℕ)) * (((coupling i j : ℝ) : ℂ) * ψ j) :=
          Finset.sum_congr rfl fun j _ => by linear_combination ψ j * parity i j
      _ = -μ * ((-1) ^ (i : ℕ) * ψ i) := by
          rw [← Finset.mul_sum, hi]
          ring

end

end TruncatedOscillatorPosition
```

```lean
#print axioms TruncatedOscillatorPosition.gridPoint_bound
#print axioms TruncatedOscillatorPosition.edge_attained_two_levels
#print axioms TruncatedOscillatorPosition.gridPoint_neg
```

```
'TruncatedOscillatorPosition.gridPoint_bound' depends on axioms: [propext, Classical.choice, Quot.sound]
'TruncatedOscillatorPosition.edge_attained_two_levels' depends on axioms: [propext, Classical.choice, Quot.sound]
'TruncatedOscillatorPosition.gridPoint_neg' depends on axioms: [propext, Classical.choice, Quot.sound]
```

## How the lemmas follow the estimate

`row_sum_le` separates downward from upward couplings. In each sum `Finset.sum_eq_single` picks out the one neighbour, if there is one, and a case distinction treats the top level separately.

`expectation_bound` applies the triangle inequality twice through `norm_sum_le`. Its `nlinarith` step obtains the inequality for the two amplitudes from $c_{ij}(|\psi_i|-|\psi_j|)^2\ge0$. The equation `swap` exchanges the summation indices using `coupling_symm`, which turns the double sum into row sums.

`gridPoint_le_edge` inserts the eigenvalue equation, shows that the squared norm is positive and cancels it. `gridPoint_lt` compares the two square roots in $g_n$. `gridPoint_bound` then splits on `n`: the case `zero` is the vanishing one-level matrix, and the case `succ m` is `gridPoint_lt`.

Two further theorems describe the grid. `edge_attained_two_levels` shows that $g_0=1/\sqrt2$ is an eigenvalue for two levels. The code uses the vector $(1,1)$; the normalised state is $(1,1)/\sqrt2$. `gridPoint_neg` shows that $-\mu$ is a grid point whenever $\mu$ is: position connects only levels of opposite parity, so replacing $\psi_i$ by $(-1)^i\psi_i$ reverses the sign of the eigenvalue.
